# For a nonzero gap, the two-configuration amplitude equation has exactly one power-series solution, and iteration from zero builds it order by order

## Amplitudes as formal series

The amplitude t is a formal power series in the perturbation strength x, with real coefficients, and not a function of x. Two series are equal when all their coefficients agree, so every order of perturbation theory has a meaning before any question of convergence arises.

The model has a reference configuration at energy zero and one excited configuration. Their coupling is xK, the zeroth-order gap is D, and the perturbation shifts the gap by xw:

H = [[0, xK], [xK, D + xw]]

Physically D > 0, but the argument needs only D ≠ 0.

## From the eigenvector to the amplitude equation

Take the eigenvector as (1, t), with reference coefficient 1; its normalised form is (1, t)/√(1 + t²). The first row of H(1, t) = E(1, t) gives E = xKt. The second gives xK + (D + xw)t = xKt², that is,

D t = −x(K + w t − K t²).

The right side has zero constant term, so for D ≠ 0 t has zero constant term too. Dividing by D turns the equation into t = S(t), with

S(t) = −x(K + w t − K t²)/D.

## Each update gains an order

For any two series u and v,

S(u) − S(v) = −(x/D)(w − K(u + v))(u − v).

If u − v is divisible by xᵏ, then S(u) − S(v) is divisible by xᵏ⁺¹.

Let a₀ = 0 and aₙ₊₁ = S(aₙ). Since a₁ − a₀ = −xK/D, the difference aₙ₊₁ − aₙ is divisible by xⁿ⁺¹. The coefficient of xᵐ therefore no longer changes from n = m on, and these settled coefficients define t, with t − aₙ divisible by xⁿ⁺¹. Both S(t) − aₙ₊₁ and t − aₙ₊₁ are then divisible by xⁿ⁺², for every n, so S(t) = t.

Any other solution s also has zero constant term, so it agrees with a₀ modulo x and, by the same gain, with aₙ modulo xⁿ⁺¹. Hence s = t.

The error starts as a₀ − t = (K/D)x + …, and each update multiplies its leading term by −xw/D. The coefficient of xⁿ⁺¹ in aₙ − t is thus (K/D)(−w/D)ⁿ. For nonzero K and w, the agreement goes no further than order n.

## Fourth- and fifth-order energies

Write tₙ for the coefficient of xⁿ in t. Comparing coefficients gives

D tₙ₊₁ = −(K δₙ₀ + w tₙ − K ∑ₖ tₖ tₙ₋ₖ), k = 0, …, n.

With t₀ = 0, this yields in turn

t₁ = −K/D

t₂ = Kw/D²

t₃ = K(K² − w²)/D³

t₄ = Kw(w² − 3K²)/D⁴.

Since E = xKt, the energy at order n + 1 is K tₙ:

E₄ = K²(K² − w²)/D³

E₅ = K²w(w² − 3K²)/D⁴.

## The update in a program, and a zero gap

A program can store t as an array of coefficients up to order N. After N updates the array is correct, and the energy follows through order N + 1. Iterative coupled-cluster solvers have a similar pattern, evaluating the remaining terms and dividing by an energy denominator. They update many numerical amplitudes at full coupling, however, not the series coefficients of a single one, and their convergence is not guaranteed.

The gap condition matters. For D = 0, w = 0, K = 1 the equation becomes 0 = −x(1 − t²), solved by both t = 1 and t = −1. Uniqueness and the zero constant term are both lost.

## What the Lean theorems say

`ℝ⟦X⟧` is the ring of real formal power series, `X` is x, and `C` embeds a real number as a constant. `IsAmplitude` is the amplitude equation before division, `step` is S, and `amp K w D n` is aₙ. Divisibility of `t - amp K w D n` by `X ^ (n + 1)` means agreement at orders 0 to n.

`amplitude_series` assumes only `D ≠ 0` and combines existence, uniqueness, zero constant term, agreement with the iterates and the eigenvector equation. `energy_unique` adds that xKt is the only root of the characteristic equation with zero constant term. The theorems concern two configurations and say nothing about convergence at a numerical x.

```lean
import Mathlib

open PowerSeries Matrix

namespace PairAmplitudeSeries

noncomputable section

/-- The two-configuration Hamiltonian with coupling `x K`, gap `D` and level shift `x w`,
over formal power series in the perturbation strength `x`. -/
def hamiltonian (K w D : ℝ) : Matrix (Fin 2) (Fin 2) ℝ⟦X⟧ :=
  !![0, X * C K; X * C K, C D + X * C w]

/-- The amplitude equation `D t = -x (K + w t - K t²)` for a formal series `t`. -/
def IsAmplitude (K w D : ℝ) (t : ℝ⟦X⟧) : Prop :=
  C D * t = -X * (C K + C w * t - C K * t ^ 2)

/-- One update `t ↦ -x (K + w t - K t²) / D` of the amplitude, for a gap `D ≠ 0`. -/
def step (K w D : ℝ) (t : ℝ⟦X⟧) : ℝ⟦X⟧ :=
  C D⁻¹ * (-X * (C K + C w * t - C K * t ^ 2))

/-- The amplitude after `n` updates starting from zero, for a gap `D ≠ 0`. -/
def amp (K w D : ℝ) : ℕ → ℝ⟦X⟧
  | 0 => 0
  | n + 1 => step K w D (amp K w D n)

/-- The correlation energy `x K t` belonging to an amplitude `t`. -/
def energy (K : ℝ) (t : ℝ⟦X⟧) : ℝ⟦X⟧ := X * C K * t

/-- For a nonzero gap, the solutions of the amplitude equation are the fixed points of the
update. -/
theorem isAmplitude_iff_step {K w D : ℝ} (hD : D ≠ 0) (t : ℝ⟦X⟧) :
    IsAmplitude K w D t ↔ step K w D t = t := by
  have h : C D * C D⁻¹ = (1 : ℝ⟦X⟧) := by
    rw [← map_mul, mul_inv_cancel₀ hD, map_one]
  unfold IsAmplitude step
  constructor
  · intro ht
    linear_combination t * h - C D⁻¹ * ht
  · intro ht
    linear_combination (-X * (C K + C w * t - C K * t ^ 2)) * h - C D * ht

/-- If two amplitudes agree through all orders below `k`, their updates agree through all
orders below `k + 1`. -/
theorem step_gains_order (K w D : ℝ) {a b : ℝ⟦X⟧} {k : ℕ} (h : X ^ k ∣ a - b) :
    X ^ (k + 1) ∣ step K w D a - step K w D b := by
  obtain ⟨c, hc⟩ := h
  refine ⟨C D⁻¹ * (-(C w - C K * (a + b))) * c, ?_⟩
  unfold step
  linear_combination (-(C D⁻¹ * X * (C w - C K * (a + b)))) * hc

/-- For a nonzero gap, every solution of the amplitude equation has zero constant term. -/
theorem constantCoeff_amplitude {K w D : ℝ} (hD : D ≠ 0) {t : ℝ⟦X⟧}
    (ht : IsAmplitude K w D t) : constantCoeff t = 0 := by
  unfold IsAmplitude at ht
  simpa [hD] using congrArg constantCoeff ht

/-- The vector `(1, t)` is an eigenvector of the Hamiltonian with eigenvalue `x K t` exactly
when `t` solves the amplitude equation. -/
theorem eigenvector_iff (K w D : ℝ) (t : ℝ⟦X⟧) :
    hamiltonian K w D *ᵥ ![1, t] = energy K t • ![1, t] ↔ IsAmplitude K w D t := by
  unfold IsAmplitude
  constructor
  · intro h
    have h1 := congrFun h 1
    simp [hamiltonian, energy, Matrix.mulVec, dotProduct, Fin.sum_univ_two] at h1
    linear_combination h1
  · intro ht
    funext i
    fin_cases i
    · simp [hamiltonian, energy, Matrix.mulVec, dotProduct, Fin.sum_univ_two]
    · simp [hamiltonian, energy, Matrix.mulVec, dotProduct, Fin.sum_univ_two]
      linear_combination ht

/-- For a nonzero gap, the `n`-th iterate agrees with any solution of the amplitude equation
modulo `x ^ (n + 1)`. -/
theorem amp_agrees {K w D : ℝ} (hD : D ≠ 0) {t : ℝ⟦X⟧} (ht : IsAmplitude K w D t) (n : ℕ) :
    X ^ (n + 1) ∣ t - amp K w D n := by
  induction n with
  | zero =>
    rw [show amp K w D 0 = 0 from rfl, sub_zero, zero_add, pow_one]
    exact X_dvd_iff.mpr (constantCoeff_amplitude hD ht)
  | succ n ih =>
    have h := step_gains_order K w D ih
    rw [(isAmplitude_iff_step hD t).1 ht] at h
    exact h

/-- For a nonzero gap, the amplitude equation has exactly one formal solution `t`. It has zero
constant term, the `n`-th iterate agrees with it modulo `x ^ (n + 1)`, and `x K t` is an
eigenvalue of the Hamiltonian with eigenvector `(1, t)`. -/
theorem amplitude_series {K w D : ℝ} (hD : D ≠ 0) :
    ∃ t : ℝ⟦X⟧, (∀ s, IsAmplitude K w D s ↔ s = t) ∧ constantCoeff t = 0 ∧
      (∀ n, X ^ (n + 1) ∣ t - amp K w D n) ∧
      hamiltonian K w D *ᵥ ![1, t] = energy K t • ![1, t] := by
  -- successive iterates differ only at higher and higher order
  have hstep : ∀ n, X ^ (n + 1) ∣ amp K w D (n + 1) - amp K w D n := by
    intro n
    induction n with
    | zero =>
      refine ⟨-(C D⁻¹ * C K), ?_⟩
      change step K w D 0 - 0 = _
      unfold step
      ring
    | succ n ih => exact step_gains_order K w D ih
  have hco : ∀ m d, coeff m (amp K w D (m + d)) = coeff m (amp K w D m) := by
    intro m d
    induction d with
    | zero => rfl
    | succ d ih =>
      have h := X_pow_dvd_iff.1 (hstep (m + d)) m (by omega)
      rw [map_sub, sub_eq_zero] at h
      exact h.trans ih
  -- the stabilised coefficients define the limit
  obtain ⟨t, htc⟩ : ∃ t : ℝ⟦X⟧, ∀ m, coeff m t = coeff m (amp K w D m) :=
    ⟨PowerSeries.mk fun m => coeff m (amp K w D m), fun m => coeff_mk _ _⟩
  have hag : ∀ n, X ^ (n + 1) ∣ t - amp K w D n := by
    intro n
    refine X_pow_dvd_iff.2 fun m hm => ?_
    obtain ⟨d, rfl⟩ := Nat.exists_eq_add_of_le (Nat.lt_succ_iff.1 hm)
    rw [map_sub, htc, hco, sub_self]
  have ht : IsAmplitude K w D t := by
    refine (isAmplitude_iff_step hD t).2 ?_
    ext n
    have h := X_pow_dvd_iff.1
      (dvd_sub (step_gains_order K w D (hag n)) (hag (n + 1))) n (by omega)
    simp only [map_sub, amp] at h
    linarith
  refine ⟨t, fun s => ⟨fun hs => ?_, fun h => h ▸ ht⟩, constantCoeff_amplitude hD ht, hag,
    (eigenvector_iff K w D t).2 ht⟩
  -- two solutions agree with the same iterates at every order
  ext n
  have h := X_pow_dvd_iff.1 (dvd_sub (amp_agrees hD hs n) (hag n)) n (by omega)
  simp only [map_sub] at h
  linarith

/-- For a nonzero gap, the error of the `n`-th iterate at order `n + 1` is
`(K / D) (-w / D) ^ n`. -/
theorem leading_error {K w D : ℝ} (hD : D ≠ 0) {t : ℝ⟦X⟧} (ht : IsAmplitude K w D t) (n : ℕ) :
    coeff (n + 1) (amp K w D n - t) = K / D * (-w / D) ^ n := by
  have h0 := constantCoeff_amplitude hD ht
  have hfix := (isAmplitude_iff_step hD t).1 ht
  have ha : ∀ m, constantCoeff (amp K w D m) = 0 := by
    intro m
    cases m <;> simp [amp, step]
  -- follow the leading factor of the error through the updates
  have key : ∃ c : ℝ⟦X⟧, amp K w D n - t = X ^ (n + 1) * c ∧
      constantCoeff c = K / D * (-w / D) ^ n := by
    induction n with
    | zero =>
      refine ⟨C D⁻¹ * (C K + C w * t - C K * t ^ 2), ?_, ?_⟩
      · change 0 - t = _
        unfold step at hfix
        linear_combination hfix
      · simp only [map_mul, map_sub, map_add, map_pow, constantCoeff_C, h0]
        ring
    | succ n ih =>
      obtain ⟨c, hc, hc0⟩ := ih
      refine ⟨-(C D⁻¹ * (C w - C K * (amp K w D n + t))) * c, ?_, ?_⟩
      · change step K w D (amp K w D n) - t = _
        unfold step at hfix ⊢
        linear_combination hfix -
          (C D⁻¹ * X * (C w - C K * (amp K w D n + t))) * hc
      · simp only [map_mul, map_neg, map_sub, map_add, constantCoeff_C, h0, ha, hc0]
        ring
  obtain ⟨c, hc, hc0⟩ := key
  have h := coeff_X_pow_mul c (n + 1) 0
  rw [zero_add, coeff_zero_eq_constantCoeff_apply] at h
  rw [hc, h, hc0]

/-- For a nonzero gap, any root of the characteristic equation whose constant term is zero equals
`x K t`, where `t` solves the amplitude equation. -/
theorem energy_unique {K w D : ℝ} (hD : D ≠ 0) {t E : ℝ⟦X⟧} (ht : IsAmplitude K w D t)
    (hE : (E • (1 : Matrix (Fin 2) (Fin 2) ℝ⟦X⟧) - hamiltonian K w D).det = 0)
    (hE0 : constantCoeff E = 0) : E = energy K t := by
  unfold IsAmplitude at ht
  rw [Matrix.det_fin_two] at hE
  simp [hamiltonian] at hE
  -- the characteristic polynomial factors through the known root
  have hf : (E - X * C K * t) * (E - (C D + X * C w - X * C K * t)) = 0 := by
    linear_combination hE + X * C K * ht
  rcases mul_eq_zero.1 hf with h | h
  · exact sub_eq_zero.1 h
  · exact absurd (by simpa [hE0] using congrArg constantCoeff h) hD

/-- The coefficients `tₙ` of any solution of the amplitude equation satisfy
`D tₙ₊₁ = -(K δₙ₀ + w tₙ - K ∑ₖ tₖ tₙ₋ₖ)`. -/
theorem order_recursion {K w D : ℝ} {t : ℝ⟦X⟧} (ht : IsAmplitude K w D t) (n : ℕ) :
    D * coeff (n + 1) t = -((if n = 0 then K else 0) + w * coeff n t
      - K * ∑ k ∈ Finset.range (n + 1), coeff k t * coeff (n - k) t) := by
  unfold IsAmplitude at ht
  have h' : C D * t = X * (-(C K + C w * t - C K * t ^ 2)) := by
    linear_combination ht
  have h := congrArg (coeff (n + 1)) h'
  rw [coeff_C_mul, coeff_succ_X_mul] at h
  rw [h]
  simp only [map_neg, map_sub, map_add, coeff_C_mul, coeff_C]
  simp only [pow_two, coeff_mul, Finset.Nat.sum_antidiagonal_eq_sum_range_succ_mk]

/-- For a nonzero gap, the fourth-order energy is `K² (K² - w²) / D³` and the fifth-order
energy is `K² w (w² - 3 K²) / D⁴`. -/
theorem fourth_and_fifth_order {K w D : ℝ} (hD : D ≠ 0) {t : ℝ⟦X⟧}
    (ht : IsAmplitude K w D t) :
    coeff 4 (energy K t) = K ^ 2 * (K ^ 2 - w ^ 2) / D ^ 3 ∧
      coeff 5 (energy K t) = K ^ 2 * w * (w ^ 2 - 3 * K ^ 2) / D ^ 4 := by
  have h0 := constantCoeff_amplitude hD ht
  have r1 := order_recursion ht 0
  have r2 := order_recursion ht 1
  have r3 := order_recursion ht 2
  have r4 := order_recursion ht 3
  simp [Finset.sum_range_succ, h0] at r1 r2 r3 r4
  -- solve the recursion order by order
  have e1 : coeff 1 t = -K / D := by
    rw [eq_div_iff hD]
    linear_combination r1
  have e2 : coeff 2 t = K * w / D ^ 2 := by
    refine mul_left_cancel₀ hD (r2.trans ?_)
    rw [e1]
    field_simp
  have e3 : coeff 3 t = K * (K ^ 2 - w ^ 2) / D ^ 3 := by
    refine mul_left_cancel₀ hD (r3.trans ?_)
    rw [e1, e2]
    field_simp
  have e4 : coeff 4 t = K * w * (w ^ 2 - 3 * K ^ 2) / D ^ 4 := by
    refine mul_left_cancel₀ hD (r4.trans ?_)
    rw [e1, e2, e3]
    field_simp
    ring
  have hE : ∀ n, coeff (n + 1) (energy K t) = K * coeff n t := by
    intro n
    rw [energy, mul_assoc, coeff_succ_X_mul, coeff_C_mul]
  exact ⟨(hE 3).trans (by rw [e3]; ring), (hE 4).trans (by rw [e4]; ring)⟩

end

end PairAmplitudeSeries
```

```lean
#print axioms PairAmplitudeSeries.amplitude_series
#print axioms PairAmplitudeSeries.leading_error
#print axioms PairAmplitudeSeries.energy_unique
#print axioms PairAmplitudeSeries.fourth_and_fifth_order
```

```
'PairAmplitudeSeries.amplitude_series' depends on axioms: [propext, Classical.choice, Quot.sound]
'PairAmplitudeSeries.leading_error' depends on axioms: [propext, Classical.choice, Quot.sound]
'PairAmplitudeSeries.energy_unique' depends on axioms: [propext, Classical.choice, Quot.sound]
'PairAmplitudeSeries.fourth_and_fifth_order' depends on axioms: [propext, Classical.choice, Quot.sound]
```

## The proof, lemma by lemma

`eigenvector_iff` treats the two rows: the first holds by the definition of `energy`, the second is the amplitude equation. `isAmplitude_iff_step` handles division by D, and `step_gains_order` exhibits the factor in S(u) − S(v); `linear_combination` checks the algebra.

In `amplitude_series`, `hstep` bounds successive differences, `hco` shows that coefficients settle, and `hag` gives agreement with the limit. `X_pow_dvd_iff` translates divisibility into vanishing coefficients. Uniqueness uses `amp_agrees`, an induction on n.

`leading_error` carries the cofactor of xⁿ⁺¹ through the induction and reads off its constant term. `energy_unique` factors the characteristic polynomial as

(E − xKt)(E − D − xw + xKt) = 0.

Since E is assumed to have zero constant term, the second factor has constant term −D and is nonzero, so the first must vanish. `order_recursion` compares coefficients, and `fourth_and_fifth_order` solves for t₁ to t₄ in turn.
